# Exactly one rotation of space takes two independent vectors to a pair with the same lengths and scalar product

The two O–H bond vectors of a rigid water molecule are known in a reference orientation, and they are known again after the molecule has turned. The bonds are not parallel, and their lengths and the angle between them have not changed; the file below shows that these data fix the rotation completely.

```lean
import Mathlib

open Matrix

namespace OrientationFromTwoVectors

noncomputable section

/-- A proper rotation of space: an orthogonal 3×3 matrix of determinant one. -/
def IsRotation (R : Matrix (Fin 3) (Fin 3) ℝ) : Prop :=
  Rᵀ * R = 1 ∧ R.det = 1

/-- The matrix whose columns are `u`, `v` and their cross product. -/
def frame (u v : Fin 3 → ℝ) : Matrix (Fin 3) (Fin 3) ℝ :=
  Matrix.of fun i j => ![u i, v i, (u ⨯₃ v) i] j

/-- The matrix built from the frame of the pair `p, q` and the inverse frame of the
pair `u, v`. -/
def triad (u v p q : Fin 3 → ℝ) : Matrix (Fin 3) (Fin 3) ℝ :=
  frame p q * (frame u v)⁻¹

/-- For nonzero `n`, the half turn about the axis `n`; for `n = 0` the formula gives `-1`. -/
def halfTurn (n : Fin 3 → ℝ) : Matrix (Fin 3) (Fin 3) ℝ :=
  (2 / (n ⬝ᵥ n)) • vecMulVec n n - 1

/-- The Gram matrix of a frame is expressed by the scalar products of its two
defining vectors. -/
theorem frame_gram (u v : Fin 3 → ℝ) :
    (frame u v)ᵀ * frame u v =
      !![u ⬝ᵥ u, u ⬝ᵥ v, 0; u ⬝ᵥ v, v ⬝ᵥ v, 0;
        0, 0, (u ⬝ᵥ u) * (v ⬝ᵥ v) - (u ⬝ᵥ v) ^ 2] := by
  ext i j
  fin_cases i <;> fin_cases j <;>
    simp [frame, Matrix.mul_apply, Fin.sum_univ_three, dotProduct, cross_apply] <;> ring

/-- The determinant of a frame is the Gram determinant of its two defining vectors. -/
theorem frame_det (u v : Fin 3 → ℝ) :
    (frame u v).det = (u ⬝ᵥ u) * (v ⬝ᵥ v) - (u ⬝ᵥ v) ^ 2 := by
  simp [frame, Matrix.det_fin_three, Fin.sum_univ_three, dotProduct, cross_apply]
  ring

/-- The frame of two linearly independent vectors has nonzero determinant. -/
theorem frame_det_ne_zero {u v : Fin 3 → ℝ} (huv : LinearIndependent ℝ ![u, v]) :
    (frame u v).det ≠ 0 := by
  rw [frame_det]
  intro h
  rw [LinearIndependent.pair_iff] at huv
  -- the part of `u` orthogonal to `v`, scaled by `v ⬝ᵥ v`, would have length zero
  have hw : ((v ⬝ᵥ v) • u + (-(u ⬝ᵥ v)) • v) ⬝ᵥ ((v ⬝ᵥ v) • u + (-(u ⬝ᵥ v)) • v)
      = (v ⬝ᵥ v) * ((u ⬝ᵥ u) * (v ⬝ᵥ v) - (u ⬝ᵥ v) ^ 2) := by
    simp only [dotProduct, Fin.sum_univ_three, Pi.add_apply, Pi.smul_apply, smul_eq_mul]
    ring
  rw [h, mul_zero] at hw
  have hv := (huv _ _ (dotProduct_self_eq_zero.mp hw)).1
  have hv0 : v = 0 := dotProduct_self_eq_zero.mp hv
  exact one_ne_zero (huv 0 1 (by simp [hv0])).2

/-- A rotation preserves the scalar product of any two vectors. -/
theorem rotation_dot {R : Matrix (Fin 3) (Fin 3) ℝ} (h : IsRotation R)
    (a b : Fin 3 → ℝ) : (R *ᵥ a) ⬝ᵥ (R *ᵥ b) = a ⬝ᵥ b := by
  rw [Matrix.dotProduct_mulVec, ← Matrix.mulVec_transpose, Matrix.mulVec_mulVec, h.1,
    Matrix.one_mulVec]

/-- Rotating a cross product gives the cross product of the rotated vectors. -/
theorem rotation_cross {R : Matrix (Fin 3) (Fin 3) ℝ} (h : IsRotation R)
    (a b : Fin 3 → ℝ) : R *ᵥ (a ⨯₃ b) = (R *ᵥ a) ⨯₃ (R *ᵥ b) := by
  -- the cofactor identity, valid for every matrix
  have key : Rᵀ *ᵥ ((R *ᵥ a) ⨯₃ (R *ᵥ b)) = R.det • (a ⨯₃ b) := by
    ext i
    fin_cases i <;>
      simp [Matrix.mulVec, dotProduct, Fin.sum_univ_three, cross_apply,
        Matrix.det_fin_three] <;> ring
  have hR : R * Rᵀ = 1 := mul_eq_one_comm.mp h.1
  calc R *ᵥ (a ⨯₃ b) = R *ᵥ (Rᵀ *ᵥ ((R *ᵥ a) ⨯₃ (R *ᵥ b))) := by
        rw [key, h.2, one_smul]
    _ = (R *ᵥ a) ⨯₃ (R *ᵥ b) := by
        rw [Matrix.mulVec_mulVec, hR, Matrix.one_mulVec]

/-- For independent `u, v` and a pair `p, q` with the same lengths and scalar product,
a matrix is a rotation taking `u` to `p` and `v` to `q` exactly when it is the
triad matrix. -/
theorem aligns_iff_eq_triad {u v p q : Fin 3 → ℝ} (huv : LinearIndependent ℝ ![u, v])
    (hp : p ⬝ᵥ p = u ⬝ᵥ u) (hq : q ⬝ᵥ q = v ⬝ᵥ v) (hpq : p ⬝ᵥ q = u ⬝ᵥ v)
    (R : Matrix (Fin 3) (Fin 3) ℝ) :
    (IsRotation R ∧ R *ᵥ u = p ∧ R *ᵥ v = q) ↔ R = triad u v p q := by
  have hunit : IsUnit (frame u v).det := isUnit_iff_ne_zero.mpr (frame_det_ne_zero huv)
  have hF : frame u v * (frame u v)⁻¹ = 1 := Matrix.mul_nonsing_inv _ hunit
  have hF' : (frame u v)⁻¹ * frame u v = 1 := Matrix.nonsing_inv_mul _ hunit
  constructor
  · rintro ⟨hR, h1, h2⟩
    -- the rotation carries the whole frame along, column by column
    have hc := rotation_cross hR u v
    rw [h1, h2] at hc
    have hRF : R * frame u v = frame p q := by
      ext i j
      fin_cases j
      · exact congrFun h1 i
      · exact congrFun h2 i
      · exact congrFun hc i
    rw [triad, ← hRF, Matrix.mul_assoc, hF, Matrix.mul_one]
  · rintro rfl
    have hG : (frame p q)ᵀ * frame p q = (frame u v)ᵀ * frame u v := by
      rw [frame_gram p q, frame_gram u v, hp, hq, hpq]
    have hd : (frame p q).det = (frame u v).det := by
      rw [frame_det p q, frame_det u v, hp, hq, hpq]
    have hT : triad u v p q * frame u v = frame p q := by
      rw [triad, Matrix.mul_assoc, hF', Matrix.mul_one]
    refine ⟨⟨?_, ?_⟩, ?_, ?_⟩
    · -- equal Gram matrices make the quotient of the frames orthogonal
      calc (triad u v p q)ᵀ * triad u v p q
          = ((frame u v)⁻¹)ᵀ * ((frame p q)ᵀ * frame p q) * (frame u v)⁻¹ := by
            rw [triad, Matrix.transpose_mul]
            simp only [Matrix.mul_assoc]
        _ = (frame u v * (frame u v)⁻¹)ᵀ * (frame u v * (frame u v)⁻¹) := by
            rw [hG, Matrix.transpose_mul]
            simp only [Matrix.mul_assoc]
        _ = 1 := by rw [hF, Matrix.transpose_one, Matrix.one_mul]
    · rw [triad, Matrix.det_mul, hd, ← Matrix.det_mul, hF, Matrix.det_one]
    · funext i
      exact congrFun (congrFun hT i) 0
    · funext i
      exact congrFun (congrFun hT i) 1

/-- If `u, v` are linearly independent and `p, q` have the same lengths and the same
scalar product, exactly one rotation takes `u` to `p` and `v` to `q`. -/
theorem existsUnique_rotation {u v p q : Fin 3 → ℝ} (huv : LinearIndependent ℝ ![u, v])
    (hp : p ⬝ᵥ p = u ⬝ᵥ u) (hq : q ⬝ᵥ q = v ⬝ᵥ v) (hpq : p ⬝ᵥ q = u ⬝ᵥ v) :
    ∃! R : Matrix (Fin 3) (Fin 3) ℝ, IsRotation R ∧ R *ᵥ u = p ∧ R *ᵥ v = q :=
  ⟨triad u v p q, (aligns_iff_eq_triad huv hp hq hpq _).mpr rfl,
    fun R hR => (aligns_iff_eq_triad huv hp hq hpq R).mp hR⟩

/-- The half turn about a nonzero axis is a rotation, differs from the identity and
leaves the axis vector fixed. -/
theorem halfTurn_spec {n : Fin 3 → ℝ} (hn : n ≠ 0) :
    IsRotation (halfTurn n) ∧ halfTurn n ≠ 1 ∧ halfTurn n *ᵥ n = n := by
  have hs : n ⬝ᵥ n ≠ 0 := fun h => hn (dotProduct_self_eq_zero.mp h)
  obtain ⟨c, hcdef⟩ : ∃ c : ℝ, c = 2 / (n ⬝ᵥ n) := ⟨_, rfl⟩
  have hc : c * (n ⬝ᵥ n) = 2 := by rw [hcdef, div_mul_cancel₀ _ hs]
  have hH : halfTurn n = c • vecMulVec n n - 1 := by rw [hcdef, halfTurn]
  have hPP : vecMulVec n n * vecMulVec n n = (n ⬝ᵥ n) • vecMulVec n n := by
    ext i j
    simp only [Matrix.mul_apply, Matrix.vecMulVec_apply, Matrix.smul_apply, dotProduct,
      Fin.sum_univ_three, smul_eq_mul]
    ring
  have hPt : (vecMulVec n n)ᵀ = vecMulVec n n := by
    ext i j
    simp only [Matrix.transpose_apply, Matrix.vecMulVec_apply]
    ring
  have hPn : vecMulVec n n *ᵥ n = (n ⬝ᵥ n) • n := by
    ext i
    simp only [Matrix.mulVec, Matrix.vecMulVec_apply, dotProduct, Fin.sum_univ_three,
      Pi.smul_apply, smul_eq_mul]
    ring
  rw [hH]
  refine ⟨⟨?_, ?_⟩, ?_, ?_⟩
  · rw [Matrix.transpose_sub, Matrix.transpose_smul, hPt, Matrix.transpose_one]
    simp only [sub_mul, mul_sub, smul_mul_assoc, mul_smul_comm, one_mul, mul_one,
      hPP, smul_smul]
    rw [hc]
    module
  · have hdet : (c • vecMulVec n n - 1).det = c * (n ⬝ᵥ n) - 1 := by
      simp [Matrix.det_fin_three, Matrix.vecMulVec_apply, dotProduct, Fin.sum_univ_three]
      ring
    rw [hdet, hc]
    norm_num
  · intro h
    -- compare the diagonal entries, whose sum would have to be three
    have e : ∀ i, c * (n i * n i) - 1 = 1 := fun i => by
      have hi := congrFun (congrFun h i) i
      simpa [Matrix.vecMulVec_apply] using hi
    simp only [dotProduct, Fin.sum_univ_three] at hc
    linarith [e 0, e 1, e 2]
  · rw [Matrix.sub_mulVec, Matrix.one_mulVec, Matrix.smul_mulVec, hPn, smul_smul, hc]
    module

/-- Two vectors along a common axis never determine a unique rotation, whatever their
prescribed images. -/
theorem collinear_not_unique {n : Fin 3 → ℝ} (hn : n ≠ 0) (a b : ℝ) (p q : Fin 3 → ℝ) :
    ¬ ∃! R : Matrix (Fin 3) (Fin 3) ℝ,
      IsRotation R ∧ R *ᵥ (a • n) = p ∧ R *ᵥ (b • n) = q := by
  rintro ⟨R, ⟨hR, h1, h2⟩, huniq⟩
  obtain ⟨hT, hne, hfix⟩ := halfTurn_spec hn
  -- a preliminary half turn about the axis gives a second solution
  have hRT : R * halfTurn n = R := by
    refine huniq _ ⟨⟨?_, ?_⟩, ?_, ?_⟩
    · rw [Matrix.transpose_mul, Matrix.mul_assoc, ← Matrix.mul_assoc Rᵀ, hR.1,
        Matrix.one_mul, hT.1]
    · rw [Matrix.det_mul, hR.2, hT.2, one_mul]
    · rw [← Matrix.mulVec_mulVec, Matrix.mulVec_smul, hfix, h1]
    · rw [← Matrix.mulVec_mulVec, Matrix.mulVec_smul, hfix, h2]
  apply hne
  calc halfTurn n = Rᵀ * (R * halfTurn n) := by
        rw [← Matrix.mul_assoc, hR.1, Matrix.one_mul]
    _ = 1 := by rw [hRT, hR.1]

end

end OrientationFromTwoVectors
```

```lean
#print axioms OrientationFromTwoVectors.rotation_dot
#print axioms OrientationFromTwoVectors.existsUnique_rotation
#print axioms OrientationFromTwoVectors.collinear_not_unique
```

```
'OrientationFromTwoVectors.rotation_dot' depends on axioms: [propext, Classical.choice, Quot.sound]
'OrientationFromTwoVectors.existsUnique_rotation' depends on axioms: [propext, Classical.choice, Quot.sound]
'OrientationFromTwoVectors.collinear_not_unique' depends on axioms: [propext, Classical.choice, Quot.sound]
```

## Bond vectors, images and rotation matrices

The vectors u and v are the two reference vectors, and p and q are their prescribed images. In Lean each is a function `Fin 3 → ℝ`, that is, a triple of Cartesian components numbered 0, 1, 2. Lengths enter through the dot product `⬝ᵥ`. The hypothesis `hp : p ⬝ᵥ p = u ⬝ᵥ u` says that the squared lengths of p and u agree, which is the same as equal lengths. The hypothesis `hq` does this for q and v, and `hpq` states p·q = u·v. Together the three conditions say that the images have the bond lengths and the bond angle of the reference geometry.

The predicate `IsRotation R` means RᵀR = 1 and det R = 1. The determinant condition excludes reflections, so a molecule is never replaced by its mirror image. Rotations are active: the matrix acts on column vectors from the left, and `R *ᵥ u = p` reads "R turns u into p".

The main theorem, `existsUnique_rotation`, assumes that u and v are linearly independent, written `LinearIndependent ℝ ![u, v]`, and that the three scalar-product conditions hold. It concludes that among all real 3×3 matrices exactly one is a rotation with R u = p and R v = q. The theorem `aligns_iff_eq_triad` also says which matrix it is. With F(a,b) denoting the matrix whose columns 0, 1, 2 are a, b and a × b (`frame a b` in the file), the solution is

R = F(p,q) F(u,v)⁻¹,

called `triad u v p q`.

For a simulation that treats molecules as exactly rigid, this means that the orientation matrix of a bent triatomic can be recovered from its two bond vectors. The data are taken as exact: vectors from a vibrating molecule or a noisy measurement generally violate the three equalities, and fitting a best rotation to them is a different problem. Translations play no part, since only difference vectors occur.

## The frame's Gram matrix and determinant depend only on scalar products

The cross product a × b is perpendicular to a and to b, and its squared length is (a·a)(b·b) − (a·b)². Write D(a,b) for this number. The entries of F(a,b)ᵀF(a,b) are the scalar products of the columns, so

F(a,b)ᵀF(a,b) = [ a·a, a·b, 0 ; a·b, b·b, 0 ; 0, 0, D(a,b) ].

The determinant of F(a,b) is the triple product of its columns:

det F(a,b) = (a × b)·(a × b) = D(a,b).

For unit vectors at angle θ this is sin²θ. These two facts are `frame_gram` and `frame_det`. Lean proves them by writing out components and leaving the resulting polynomial identities to `ring`.

The frame of u and v must be invertible, and `frame_det_ne_zero` supplies this. Take the part of u orthogonal to v, scaled by v·v to avoid a division:

w = (v·v) u − (u·v) v.

Expanding its squared length gives

w·w = (v·v)²(u·u) − 2(v·v)(u·v)² + (u·v)²(v·v) = (v·v) D(u,v).

If D(u,v) were zero, w would be the zero vector. Independence would then force the coefficient v·v to vanish, hence v = 0. But then 0·u + 1·v = 0 is a nontrivial relation between u and v, a contradiction. The Lean proof follows the same route, with `hw` as the expanded identity.

## Existence from equal Gram matrices

Abbreviate F = F(u,v), G = F(p,q) and T = G F⁻¹. Since p and q have the same scalar products as u and v, the formulas above give

GᵀG = FᵀF and det G = det F.

Therefore

TᵀT = (F⁻¹)ᵀ GᵀG F⁻¹ = (F⁻¹)ᵀ FᵀF F⁻¹ = (F F⁻¹)ᵀ (F F⁻¹) = 1,

det T = det G · det F⁻¹ = det F · det F⁻¹ = 1.

So T is a rotation. Moreover T F = G. Column 0 of this equation is T u = p, and column 1 is T v = q.

In the second half of `aligns_iff_eq_triad`, `hG` and `hd` are the two equalities for the Gram matrices and determinants, and `hT` is T F = G. The `calc` block is the computation of TᵀT, and the last two goals read off the columns.

## Uniqueness from the cross product

Suppose that R is any rotation with R u = p and R v = q. Two columns of R F are then known, and the third follows if rotations respect the cross product. For every 3×3 matrix R and all vectors a, b, c,

c·Rᵀ(Ra × Rb) = (Rc)·(Ra × Rb) = det R · c·(a × b),

because the triple product is the determinant of the matrix with the three vectors as columns. As c is arbitrary,

Rᵀ(Ra × Rb) = det R · (a × b).

For a rotation det R = 1. Also RRᵀ = 1, since a left inverse of a square matrix is a right inverse too. Applying R to both sides gives

Ra × Rb = R(a × b).

This is `rotation_cross`. Its intermediate identity `key` is checked component by component and not through the triple product.

With a = u and b = v, the third column of R F is R(u × v) = p × q. Hence R F = G, and multiplying by F⁻¹ from the right gives R = G F⁻¹ = T. This is the first half of `aligns_iff_eq_triad`, where `hRF` assembles the three columns. The argument uses the independence of u and v but none of the three scalar-product conditions, which serve only for existence. The theorem `existsUnique_rotation` then combines the two halves.

## Why the images must match in length and angle

The conditions on p and q are also necessary. For any rotation R,

(Ra)·(Rb) = (RᵀRa)·b = a·b,

which is `rotation_dot`. Choosing (a,b) as (u,u), (v,v) and (u,v) shows that R u = p and R v = q imply all three equalities. No rotation can stretch a bond or open a bond angle.

## A linear molecule leaves one angle free

The bond vectors of a linear CO₂ molecule lie along one axis, and a turn about that axis changes neither of them. The theorem `collinear_not_unique` makes this precise for vectors a n and b n, with n ≠ 0 and real numbers a and b, either of which may be zero. Whatever images p and q are prescribed, there is not exactly one rotation that produces them: there may be none, but if there is one, there is another.

The second solution comes from the half turn about n,

H = (2/(n·n)) n nᵀ − 1,

which for a unit vector e along the axis is 2 e eᵀ − 1. Put c = 2/(n·n) and P = n nᵀ. Then Pᵀ = P, P² = (n·n) P and c(n·n) = 2, so

HᵀH = c²(n·n) P − 2c P + 1 = 2c P − 2c P + 1 = 1.

On the axis H acts as +1, and on the plane perpendicular to it as −1, so det H = 1·(−1)·(−1) = 1. In particular H n = n. Finally, H is not the identity: its trace is c(n·n) − 3 = −1, whereas the identity has trace 3.

These are the parts of `halfTurn_spec`. Lean obtains the determinant from the component formula det(cP − 1) = c(n·n) − 1 instead of the eigenvalues, and it rules out H = 1 by adding the three diagonal equations.

Now let R be a solution for a n and b n. The product R H is again a rotation, and since H fixes n it sends a n and b n to the same images as R. If the solution were unique, R H = R would follow. Multiplying by Rᵀ from the left would give H = 1, which is false. In the Lean proof `hRT` is the equation R H = R, and the closing `calc` block removes R.

Any linearly dependent pair in ℝ³ can be written as a n and b n with n ≠ 0, an elementary observation that the file does not state; with it, independence of u and v is seen to be necessary for a unique rotation.
